# For ν ≤ μ, projecting α^μ β^ν onto the kernel of S₊ gives the Sanibel coefficients

## Spin products as sets of up sites

A product of alpha and beta spins is recorded here as the set $s$ of sites that carry alpha. A spin state is then one complex amplitude $\psi(s)$ per set, and the products $|s\rangle$ are an orthonormal basis. With $\hbar=1$, the total raising operator turns one beta into alpha in all possible ways:

$$S_+|s\rangle=\sum_{i\notin s}|s\cup\{i\}\rangle,\qquad (S_+\psi)(s)=\sum_{i\in s}\psi(s\setminus\{i\}).$$

The reference $\Phi$ has alpha on the first $\mu$ sites and beta on the last $\nu$. Write $S_-$ for the adjoint of $S_+$, and let $S_z$ multiply each product by half the difference between its numbers of alphas and betas. Then $\Phi$ has $S_z=(\mu-\nu)/2$, and projecting onto $\ker S_+$ keeps this value. Since $S^2=S_-S_++S_z(S_z+1)$, for $\nu\le\mu$ the component of $\Phi$ in $\ker S_+$ is its part with total spin $(\mu-\nu)/2$. This bears on the spin projection of open-shell determinants in electronic structure, restricted here to finitely many labelled spins without spatial orbitals or antisymmetrisation.

## The projection formula

Let $a(s)$ be the number of first sites carrying beta, and $b(s)$ the number of last sites carrying alpha. Let $T_k$ be the sum of all $|s\rangle$ with $a(s)=b(s)=k$, so $T_0=\Phi$. For $\nu\le\mu$, the orthogonal projection $P$ onto $\ker S_+$ gives

$$P\Phi=c\,V,\qquad c=\frac{\mu-\nu+1}{\mu+1},\qquad V=\sum_{k=0}^{\nu}\frac{(-1)^k}{\binom{\mu}{k}}T_k .$$

The factors $(-1)^k c/\binom{\mu}{k}$ that multiply the $T_k$ in $P\Phi$ are the Sanibel coefficients for total spin $(\mu-\nu)/2$; those for higher total spins are not treated here. For $\mu=\nu=1$ the projection is $\tfrac12(\alpha\beta-\beta\alpha)$, which normalises to the singlet $(\alpha\beta-\beta\alpha)/\sqrt2$.

In Lean, `SpinSpace` is the amplitude space, the sites are `Fin μ ⊕ Fin ν`, and `reference` and `flipSum` are $\Phi$ and $T_k$. The operators `raise` and `lower` are defined on amplitudes; `raise_product` and `inner_lower` confirm the action of $S_+$ on products and the adjointness. The projection is `(LinearMap.ker raise).starProjection`, and the only hypothesis is `ν ≤ μ`; either number may be zero. The operators $S^2$ and $S_z$ are not defined in the file, so the total-spin reading above rests on the usual operator identity.

## The candidate lies in the kernel

Removing an up site from $s$ raises $a$ by one if it is a first site, and lowers $b$ by one if it is a last site. Hence $(S_+V)(s)$ can be nonzero only if $b(s)=a(s)+1$. With $a(s)=k$, there are $\mu-k$ up sites of the first kind and $k+1$ of the second, so

$$(S_+V)(s)=(-1)^k\left[\frac{k+1}{\binom{\mu}{k}}-\frac{\mu-k}{\binom{\mu}{k+1}}\right]=0,$$

because $(k+1)\binom{\mu}{k+1}=(\mu-k)\binom{\mu}{k}$. Both binomials are nonzero, as $k+1\le\nu\le\mu$.

## The remainder is orthogonal to the kernel

Let $S_+w=0$, and let $X_k$ be the sum of products with $a=k$, $b=k+1$. A product in $T_{k+1}$ arises from $X_k$ in $k+1$ ways, because any one of its $k+1$ beta sites in the first group may be the site that was lowered from alpha. Likewise a product in $T_k$ arises in $\nu-k$ ways, one for each of its beta sites in the last group. Hence

$$S_-X_k=(k+1)T_{k+1}+(\nu-k)T_k .$$

Since $\langle S_-X_k,w\rangle=\langle X_k,S_+w\rangle=0$,

$$(k+1)\langle T_{k+1},w\rangle=-(\nu-k)\langle T_k,w\rangle,$$

and by induction $\langle T_k,w\rangle=(-1)^k\binom{\nu}{k}\langle\Phi,w\rangle$. The signs cancel in

$$\langle cV,w\rangle=c\sum_{k=0}^{\nu}r_k\,\langle\Phi,w\rangle,\qquad r_k=\binom{\nu}{k}\Big/\binom{\mu}{k}.$$

For $k<\nu$, $(\mu-k)r_{k+1}=(\nu-k)r_k$, hence

$$(\mu-\nu+1)r_k=(\mu-k+1)r_k-(\mu-k)r_{k+1}.$$

Summing over $k<\nu$ telescopes to $\mu+1-(\mu-\nu+1)r_\nu$. Adding the term $k=\nu$ leaves $\mu+1$, so $c\sum_k r_k=1$ and $\langle\Phi-cV,w\rangle=0$. Together with $cV\in\ker S_+$, this identifies $cV$ as the projection.

## The Lean file

```lean
import Mathlib

open Finset
open scoped InnerProductSpace

namespace SanibelProjection

noncomputable section

/-- The spin space of sites `ι`: one complex amplitude for each set of up (alpha) sites. -/
abbrev SpinSpace (ι : Type) := EuclideanSpace ℂ (Finset ι)

variable {ι : Type} [Fintype ι] [DecidableEq ι] {μ ν : ℕ}

/-- The product of spins that are alpha on `s` and beta elsewhere. -/
def product (s : Finset ι) : SpinSpace ι := WithLp.toLp 2 fun t => if t = s then 1 else 0

/-- The total raising operator `S₊`, written on amplitudes. -/
def raise : SpinSpace ι →ₗ[ℂ] SpinSpace ι where
  toFun ψ := WithLp.toLp 2 fun s => ∑ i ∈ s, ψ (s.erase i)
  map_add' x y := by ext s; simp [sum_add_distrib]
  map_smul' c x := by ext s; simp [mul_sum]

/-- The total lowering operator `S₋`, written on amplitudes. -/
def lower (ψ : SpinSpace ι) : SpinSpace ι :=
  WithLp.toLp 2 fun s => ∑ i ∈ sᶜ, ψ (insert i s)

/-- The number of the first `μ` sites that carry beta. -/
def alphaFlips (s : Finset (Fin μ ⊕ Fin ν)) : ℕ := #{i : Fin μ | Sum.inl i ∉ s}

/-- The number of the last `ν` sites that carry alpha. -/
def betaFlips (s : Finset (Fin μ ⊕ Fin ν)) : ℕ := #{j : Fin ν | Sum.inr j ∈ s}

/-- The reference product `Φ`: `μ` alpha spins followed by `ν` beta spins. -/
def reference (μ ν : ℕ) : SpinSpace (Fin μ ⊕ Fin ν) := product {x | x.isLeft}

/-- `T_k`: the sum of all products with `k` alphas and `k` betas of `Φ` flipped. -/
def flipSum (μ ν k : ℕ) : SpinSpace (Fin μ ⊕ Fin ν) :=
  ∑ s with alphaFlips s = k ∧ betaFlips s = k, product s

/-- `S₊` turns a spin product into the sum of the products with one more beta raised to alpha. -/
theorem raise_product (s : Finset ι) : raise (product s) = ∑ i ∈ sᶜ, product (insert i s) := by
  ext t
  simp only [raise, product, LinearMap.coe_mk, AddHom.coe_mk, WithLp.ofLp_sum, Finset.sum_apply]
  rw [← sum_filter, ← sum_filter]
  refine sum_congr ?_ fun _ _ => rfl
  ext i
  simp only [mem_filter, mem_compl]
  constructor
  · rintro ⟨h, rfl⟩
    simp [insert_erase h]
  · rintro ⟨h, rfl⟩
    simp [erase_insert h]

/-- `S₋` is the adjoint of `S₊`. -/
theorem inner_lower (x w : SpinSpace ι) : ⟪lower x, w⟫_ℂ = ⟪x, raise w⟫_ℂ := by
  simp only [PiLp.inner_apply, RCLike.inner_apply, lower, raise, LinearMap.coe_mk,
    AddHom.coe_mk, map_sum, mul_sum, sum_mul]
  rw [sum_sigma', sum_sigma']
  -- pair each lowered configuration with the raised one
  refine sum_nbij' (fun p => ⟨insert p.2 p.1, p.2⟩) (fun p => ⟨p.1.erase p.2, p.2⟩) ?_ ?_ ?_ ?_ ?_
  all_goals
    rintro ⟨t, i⟩ h
    simp only [mem_sigma, mem_univ, mem_compl, true_and] at h
    simp [h]

/-- A sum over sites splits into the first `μ` and the last `ν` sites. -/
theorem sum_sites (S : Finset (Fin μ ⊕ Fin ν)) (g : Fin μ ⊕ Fin ν → ℂ) :
    ∑ x ∈ S, g x = ∑ i with Sum.inl i ∈ S, g (Sum.inl i) + ∑ j with Sum.inr j ∈ S, g (Sum.inr j) := by
  rw [sum_filter, sum_filter, ← Fintype.sum_sum_type (fun x => if x ∈ S then g x else 0)]
  simp

/-- Lowering an alpha among the first `μ` sites adds one alpha flip; lowering one among the
last `ν` sites removes one beta flip. -/
theorem flips_erase (s : Finset (Fin μ ⊕ Fin ν)) :
    (∀ i, Sum.inl i ∈ s → alphaFlips s + 1 = alphaFlips (s.erase (Sum.inl i)) ∧
      betaFlips (s.erase (Sum.inl i)) = betaFlips s) ∧
    (∀ j, Sum.inr j ∈ s → alphaFlips (s.erase (Sum.inr j)) = alphaFlips s ∧
      betaFlips (s.erase (Sum.inr j)) + 1 = betaFlips s) := by
  refine ⟨fun i hi => ⟨?_, by simp [betaFlips]⟩, fun j hj => ⟨by simp [alphaFlips], ?_⟩⟩
  · have e : ({k : Fin μ | Sum.inl k ∉ s.erase (Sum.inl i)} : Finset (Fin μ)) =
        insert i ({k : Fin μ | Sum.inl k ∉ s} : Finset (Fin μ)) := by
      ext k; by_cases h : k = i <;> simp [h]
    rw [alphaFlips, alphaFlips, e, card_insert_of_notMem (by simpa using hi)]
  · have e : ({k : Fin ν | Sum.inr k ∈ s.erase (Sum.inr j)} : Finset (Fin ν)) =
        ({k : Fin ν | Sum.inr k ∈ s} : Finset (Fin ν)).erase j := by
      ext k; by_cases h : k = j <;> simp [h]
    rw [betaFlips, betaFlips, e, card_erase_add_one (by simpa using hj)]

/-- The amplitude of `T_k` is one on products with `k` flips of each kind and zero elsewhere. -/
theorem flipSum_apply (k : ℕ) (t : Finset (Fin μ ⊕ Fin ν)) :
    flipSum μ ν k t = if alphaFlips t = k ∧ betaFlips t = k then 1 else 0 := by
  simp [flipSum, product]

/-- The recursion of binomial coefficients in the lower index. -/
theorem choose_step (n k : ℕ) :
    (n.choose (k + 1) : ℂ) * (k + 1) = n.choose k * ((n : ℂ) - k) := by
  rcases le_or_gt k n with h | h
  · rw [← Nat.cast_sub h]
    exact_mod_cast Nat.choose_succ_right_eq n k
  · simp [Nat.choose_eq_zero_of_lt h, Nat.choose_eq_zero_of_lt (h.trans (Nat.lt_succ_self k))]

/-- Every state `w` with `S₊ w = 0` has overlap `(-1)^k C(ν,k) ⟨Φ, w⟩` with `T_k`. -/
theorem overlap (w : SpinSpace (Fin μ ⊕ Fin ν)) (hw : raise w = 0) (k : ℕ) :
    ⟪flipSum μ ν k, w⟫_ℂ = (-1) ^ k * ν.choose k * ⟪reference μ ν, w⟫_ℂ := by
  have hrec (k : ℕ) : ((k : ℂ) + 1) * ⟪flipSum μ ν (k + 1), w⟫_ℂ +
      ((ν : ℂ) - k) * ⟪flipSum μ ν k, w⟫_ℂ = 0 := by
    -- lower the sum of products with `k` alphas and `k + 1` betas flipped
    let X : SpinSpace (Fin μ ⊕ Fin ν) :=
      WithLp.toLp 2 fun s => if alphaFlips s = k ∧ betaFlips s = k + 1 then 1 else 0
    have hX : lower X = ((k : ℂ) + 1) • flipSum μ ν (k + 1) + ((ν : ℂ) - k) • flipSum μ ν k := by
      ext t
      have hl : ∀ i ∈ ({i | Sum.inl i ∈ tᶜ} : Finset (Fin μ)), X (insert (Sum.inl i) t) =
          if alphaFlips t = k + 1 ∧ betaFlips t = k + 1 then 1 else 0 := by
        intro i hi
        have h := (flips_erase (insert (Sum.inl i) t)).1 i (mem_insert_self _ _)
        rw [erase_insert (by simpa using hi)] at h
        simp only [X, ← h.1, h.2, Nat.add_right_cancel_iff]
      have hr : ∀ j ∈ ({j | Sum.inr j ∈ tᶜ} : Finset (Fin ν)), X (insert (Sum.inr j) t) =
          if alphaFlips t = k ∧ betaFlips t = k then 1 else 0 := by
        intro j hj
        have h := (flips_erase (insert (Sum.inr j) t)).2 j (mem_insert_self _ _)
        rw [erase_insert (by simpa using hj)] at h
        simp only [X, h.1, ← h.2, Nat.add_right_cancel_iff]
      have ha : #{i : Fin μ | Sum.inl i ∈ tᶜ} = alphaFlips t := by simp [alphaFlips]
      have hb : (#{j : Fin ν | Sum.inr j ∈ tᶜ} : ℂ) = ν - betaFlips t := by
        have e : ({j | Sum.inr j ∈ tᶜ} : Finset (Fin ν)) =
            ({j | Sum.inr j ∈ t} : Finset (Fin ν))ᶜ := by ext; simp
        have h := card_add_card_compl ({j | Sum.inr j ∈ t} : Finset (Fin ν))
        rw [← e, Fintype.card_fin] at h
        rw [eq_sub_iff_add_eq, add_comm]
        exact_mod_cast h
      change ∑ i ∈ tᶜ, X (insert i t) = _
      rw [sum_sites, sum_congr rfl hl, sum_congr rfl hr, sum_const, sum_const,
        nsmul_eq_mul, nsmul_eq_mul, ha, hb]
      simp only [PiLp.add_apply, PiLp.smul_apply, smul_eq_mul, flipSum_apply]
      congr 1
      · split_ifs with h
        · simp [h.1]
        · simp
      · split_ifs with h
        · simp [h.2]
        · simp
    have h := inner_lower X w
    rw [hw, inner_zero_right, hX, inner_add_left, inner_smul_left, inner_smul_left] at h
    simpa using h
  induction k with
  | zero =>
    have h0 : flipSum μ ν 0 = reference μ ν := by
      ext t
      rw [flipSum_apply]
      simp only [reference, product]
      congr 1
      simp [alphaFlips, betaFlips, Finset.ext_iff]
    simp [h0]
  | succ k ih =>
    have h := hrec k
    rw [ih] at h
    apply mul_left_cancel₀ (Nat.cast_add_one_ne_zero k : (k : ℂ) + 1 ≠ 0)
    linear_combination h + (-1) ^ k * ⟪reference μ ν, w⟫_ℂ * choose_step ν k

/-- For `ν ≤ μ`, the sum of `C(ν,k) / C(μ,k)` over `k ≤ ν`, times `μ - ν + 1`, is `μ + 1`. -/
theorem sum_choose_ratio (h : ν ≤ μ) :
    ((μ : ℂ) - ν + 1) * ∑ k ∈ range (ν + 1), (ν.choose k : ℂ) / μ.choose k = μ + 1 := by
  have key : ∀ n ≤ ν, ((μ : ℂ) - ν + 1) * ∑ k ∈ range n, (ν.choose k : ℂ) / μ.choose k =
      μ + 1 - (ν.choose n : ℂ) / μ.choose n * (μ - n + 1) := by
    intro n
    induction n with
    | zero => intro _; simp
    | succ n ih =>
      intro hn
      have h1 : (μ.choose n : ℂ) ≠ 0 := by
        exact_mod_cast (Nat.choose_pos (by omega : n ≤ μ)).ne'
      have h2 : (μ.choose (n + 1) : ℂ) ≠ 0 := by
        exact_mod_cast (Nat.choose_pos (by omega : n + 1 ≤ μ)).ne'
      have step : (ν.choose (n + 1) : ℂ) / μ.choose (n + 1) * (μ - n) =
          (ν.choose n : ℂ) / μ.choose n * (ν - n) := by
        rw [div_mul_eq_mul_div, div_mul_eq_mul_div, div_eq_div_iff h2 h1]
        linear_combination (μ.choose (n + 1) : ℂ) * choose_step ν n -
          (ν.choose (n + 1) : ℂ) * choose_step μ n
      rw [sum_range_succ, mul_add, ih (by omega)]
      push_cast
      linear_combination step
  rw [sum_range_succ, mul_add, key ν le_rfl]
  ring

/-- For `ν ≤ μ`, the orthogonal projection of `Φ` onto the kernel of `S₊` is the combination
of the `T_k` with the Sanibel coefficients. -/
theorem sanibel_projection (h : ν ≤ μ) :
    (LinearMap.ker raise).starProjection (reference μ ν) =
      (((μ : ℂ) - ν + 1) / (μ + 1)) •
        ∑ k ∈ range (ν + 1), ((-1) ^ k / (μ.choose k : ℂ)) • flipSum μ ν k := by
  apply Submodule.eq_starProjection_of_mem_of_inner_eq_zero
  · apply Submodule.smul_mem
    rw [LinearMap.mem_ker]
    set V := ∑ k ∈ range (ν + 1), ((-1) ^ k / (μ.choose k : ℂ)) • flipSum μ ν k with hVdef
    have hle (t : Finset (Fin μ ⊕ Fin ν)) : betaFlips t ≤ ν :=
      (card_le_univ _).trans (by simp)
    have hV (t) : V t = if alphaFlips t = betaFlips t then
        (-1) ^ alphaFlips t / (μ.choose (alphaFlips t) : ℂ) else 0 := by
      simp only [hVdef, WithLp.ofLp_sum, Finset.sum_apply, PiLp.smul_apply, smul_eq_mul,
        flipSum_apply]
      split_ifs with e
      · rw [sum_eq_single (alphaFlips t)]
        · simp [← e]
        · intro k _ hk
          simp [hk.symm]
        · intro hk
          exact absurd (mem_range.2 (by have := hle t; omega)) hk
      · refine sum_eq_zero fun k _ => ?_
        rw [if_neg (fun hk => e (hk.1.trans hk.2.symm)), mul_zero]
    ext s
    have hl : ∀ i ∈ ({i | Sum.inl i ∈ s} : Finset (Fin μ)), V (s.erase (Sum.inl i)) =
        if alphaFlips s + 1 = betaFlips s then
          (-1) ^ (alphaFlips s + 1) / (μ.choose (alphaFlips s + 1) : ℂ) else 0 := by
      intro i hi
      have e := (flips_erase s).1 i (by simpa using hi)
      rw [hV, ← e.1, e.2]
    have hr : ∀ j ∈ ({j | Sum.inr j ∈ s} : Finset (Fin ν)), V (s.erase (Sum.inr j)) =
        if alphaFlips s + 1 = betaFlips s then
          (-1) ^ alphaFlips s / (μ.choose (alphaFlips s) : ℂ) else 0 := by
      intro j hj
      have e := (flips_erase s).2 j (by simpa using hj)
      rw [hV, e.1, ← e.2]
      simp only [Nat.add_right_cancel_iff]
    have ha : (#{i : Fin μ | Sum.inl i ∈ s} : ℂ) = μ - alphaFlips s := by
      have e : ({i | Sum.inl i ∉ s} : Finset (Fin μ)) =
          ({i | Sum.inl i ∈ s} : Finset (Fin μ))ᶜ := by ext; simp
      have h := card_add_card_compl ({i | Sum.inl i ∈ s} : Finset (Fin μ))
      rw [← e, Fintype.card_fin] at h
      rw [eq_sub_iff_add_eq]
      exact_mod_cast h
    change ∑ i ∈ s, V (s.erase i) = 0
    rw [sum_sites, sum_congr rfl hl, sum_congr rfl hr, sum_const, sum_const,
      nsmul_eq_mul, nsmul_eq_mul, ha]
    change _ + (betaFlips s : ℂ) * _ = 0
    split_ifs with e
    · -- neighbouring coefficients cancel
      have hb := hle s
      have h1 : (μ.choose (alphaFlips s) : ℂ) ≠ 0 := by
        exact_mod_cast (Nat.choose_pos (by omega : alphaFlips s ≤ μ)).ne'
      have h2 : (μ.choose (alphaFlips s + 1) : ℂ) ≠ 0 := by
        exact_mod_cast (Nat.choose_pos (by omega : alphaFlips s + 1 ≤ μ)).ne'
      have q : ((μ : ℂ) - alphaFlips s) / μ.choose (alphaFlips s + 1) =
          ((alphaFlips s : ℂ) + 1) / μ.choose (alphaFlips s) := by
        rw [div_eq_div_iff h2 h1]
        linear_combination -choose_step μ (alphaFlips s)
      rw [← e, pow_succ, Nat.cast_add, Nat.cast_one]
      linear_combination (-(-1) ^ alphaFlips s) * q
    · simp
  · intro w hw
    have hsum : ⟪∑ k ∈ range (ν + 1), ((-1) ^ k / (μ.choose k : ℂ)) • flipSum μ ν k, w⟫_ℂ =
        (∑ k ∈ range (ν + 1), (ν.choose k : ℂ) / μ.choose k) * ⟪reference μ ν, w⟫_ℂ := by
      rw [sum_inner, sum_mul]
      refine sum_congr rfl fun k _ => ?_
      have hs : ((-1 : ℂ) ^ k) * (-1) ^ k = 1 := by rw [← mul_pow]; simp
      rw [inner_smul_left, overlap w (LinearMap.mem_ker.1 hw)]
      simp only [map_div₀, map_pow, map_neg, map_one, map_natCast]
      linear_combination ((ν.choose k : ℂ) / μ.choose k * ⟪reference μ ν, w⟫_ℂ) * hs
    have hone : ((μ : ℂ) - ν + 1) / (μ + 1) *
        ∑ k ∈ range (ν + 1), (ν.choose k : ℂ) / μ.choose k = 1 := by
      rw [div_mul_eq_mul_div, sum_choose_ratio h, div_self (Nat.cast_add_one_ne_zero μ)]
    rw [inner_sub_left, inner_smul_left, hsum]
    simp only [map_div₀, map_add, map_sub, map_one, map_natCast]
    linear_combination (-⟪reference μ ν, w⟫_ℂ) * hone

end

end SanibelProjection
```

```lean
#print axioms SanibelProjection.raise_product
#print axioms SanibelProjection.sanibel_projection
```

```
'SanibelProjection.raise_product' depends on axioms: [propext, Classical.choice, Quot.sound]
'SanibelProjection.sanibel_projection' depends on axioms: [propext, Classical.choice, Quot.sound]
```

## From counting flips to the projection

`flips_erase` records how lowering one spin changes $a$ and $b$, and `sum_sites` splits a sum over sites into the first and last groups. In `overlap`, `hX` is the formula for $S_-X_k$, `hrec` is the recursion obtained from adjointness, and the induction closes with `choose_step`, the binomial identity used above. `sum_choose_ratio` proves the telescoped partial sums as `key`, again by induction.

`sanibel_projection` applies Mathlib's criterion for an orthogonal projection, which leaves two goals. The first is membership in the kernel: `hV` gives the amplitudes of $V$, `hl` and `hr` evaluate the two groups of terms, and `q` makes neighbouring coefficients cancel. The second is orthogonality: `hsum` inserts the overlaps, and `hone` is $c\sum_k r_k=1$.
